# A convergence factor independent of the skew-Hermitian part for alternating solves with a positive definite Hermitian part

To apply the Green's function of a Hamiltonian H₀ at the complex energy E − iω, with E and ω real, to a vector b means, up to a sign, to solve (H₀ − E + iω)x = b. If E lies below the spectrum of H₀, the operator splits into a positive definite Hermitian part H = H₀ − E and a skew-Hermitian part S = iω. Drift terms in diffusion problems can give less trivial skew parts. Does an iteration that treats H and S in turn slow down as S grows?

## The bound and its norm

Let H be Hermitian on a finite-dimensional complex inner product space, with eigenvalues in [m, M], 0 < m ≤ M. Here m and M are spectral bounds, not masses. Let S be skew-Hermitian, and set a = √(mM). One step takes x to x' through an intermediate vector y:

(a + H)y = (a − S)x + b
(a + S)x' = (a − H)y + b

If x* solves (H + S)x* = b, then

‖(a + S)(x' − x*)‖ ≤ q ‖(a + S)(x − x*)‖, q = (√M − √m)/(√M + √m).

The factor q does not contain S, but the norm does.

## Shift choice and step counts in a code

A code relies on this bound when it sets the shift from estimates of m and M and budgets the number of steps. Any enclosing interval with a positive lower end will do; a wider one gives a larger q at fixed m or fixed M. After n steps from x₀,

‖xₙ − x*‖ ≤ qⁿ ‖(a + S)(x₀ − x*)‖ / a,

so a large S can still raise the step count through the prefactor. For S = iω the weighted norm is √(a² + ω²) times the ordinary one, and the ordinary error also contracts by q. In a finite basis with E below the lowest eigenvalue, the same per-step bound therefore serves a whole grid of imaginary frequencies.

## From one eigenvalue to the full error

Write s = √m and t = √M, so a = st. For λ in [m, M],

(t − s)(st + λ) − (t + s)(st − λ) = 2t(λ − s²) ≥ 0
(t − s)(st + λ) − (t + s)(λ − st) = 2s(t² − λ) ≥ 0.

Dividing by t + s gives |a − λ| ≤ q(a + λ). Expand y in an orthonormal eigenbasis of H, with coefficients cᵢ and eigenvalues λᵢ:

‖(a − H)y‖² = Σᵢ (a − λᵢ)²|cᵢ|² ≤ q² Σᵢ (a + λᵢ)²|cᵢ|² = q²‖(a + H)y‖².

For the skew part, ⟨Sx, x⟩ = −⟨x, Sx⟩ makes Re⟨x, Sx⟩ zero. The cross terms vanish, and

‖(a ± S)x‖² = a²‖x‖² + ‖Sx‖².

Both signs give the same length, which is at least a‖x‖.

Both shifted systems are uniquely solvable. If (a + H)v = 0, the damping bound gives (a − H)v = 0, and adding the two gives 2av = 0. If (a + S)v = 0, then a‖v‖ ≤ 0. In finite dimension, injectivity gives a unique solution for every right-hand side.

Now put e = x − x*, f = y − x* and e' = x' − x*. The exact solution satisfies both half-steps with x = y = x' = x*, so subtraction removes b:

(a + H)f = (a − S)e
(a + S)e' = (a − H)f.

Hence

‖(a + S)e'‖ = ‖(a − H)f‖ ≤ q‖(a + H)f‖ = q‖(a − S)e‖ = q‖(a + S)e‖.

Repeating this gives qⁿ, and q < 1 gives convergence.

The one-step factor is attained if Hv = mv with v ≠ 0. Choose e with (a − S)e = (a + m)v; then e ≠ 0, f = v and (a + S)e' = (a − m)v. The ratio of error norms is (a − m)/(a + m) = q.

## A 2×2 step and the case m = M

Take H = diag(1, 4) and let S have rows (0, 2) and (−2, 0). Then a = 2 and q = 1/3. For b = (1, −2) the solution is x* = (1, 0). Starting from x = 0:

y = (1/3, −1/3)
(a − H)y + b = (4/3, −4/3)
x' = (2/3, 0).

The weighted error norm falls from 2√2 to 2√2/3, exactly by q.

If m = M, then H = m and q = 0. The second half-step becomes (m + S)x' = b, so one step gives the solution for any S.

## The Lean definitions and proofs

```lean
import Mathlib

open Filter Topology

namespace HermitianSkewSplitting

noncomputable section

variable {E : Type*} [NormedAddCommGroup E] [InnerProductSpace ℂ E]

/-- The operator `S` is skew-Hermitian: moving it across the inner product changes its sign. -/
def IsSkewHermitian (S : E →ₗ[ℂ] E) : Prop :=
  ∀ x y, inner ℂ (S x) y = -inner ℂ x (S y)

/-- Every real eigenvalue of `H` lies in the interval `[m, M]`. -/
def EigenvaluesIn (H : E →ₗ[ℂ] E) (m M : ℝ) : Prop :=
  ∀ μ : ℝ, Module.End.HasEigenvalue H (μ : ℂ) → m ≤ μ ∧ μ ≤ M

/-- One alternating step from `x` to `x'` for the system `(H + S) x = b`: first solve
`(a + H) y = (a - S) x + b`, then `(a + S) x' = (a - H) y + b`. -/
def Step (a : ℝ) (H S : E →ₗ[ℂ] E) (b x x' : E) : Prop :=
  ∃ y, (a : ℂ) • y + H y = (a : ℂ) • x - S x + b ∧
    (a : ℂ) • x' + S x' = (a : ℂ) • y - H y + b

/-- The size of an error `e`, measured by the norm of `(a + S) e`. -/
def errNorm (a : ℝ) (S : E →ₗ[ℂ] E) (e : E) : ℝ := ‖(a : ℂ) • e + S e‖

/-- The factor `(√M - √m) / (√M + √m)`, for `0 < m ≤ M`. -/
def rate (m M : ℝ) : ℝ := (√M - √m) / (√M + √m)

/-- For `0 < m ≤ M` the factor is nonnegative and strictly less than one. -/
theorem rate_bounds {m M : ℝ} (hm : 0 < m) (hmM : m ≤ M) :
    0 ≤ rate m M ∧ rate m M < 1 := by
  have hs : 0 < √m := Real.sqrt_pos.2 hm
  have hst : √m ≤ √M := Real.sqrt_le_sqrt hmM
  have hp : 0 < √M + √m := by linarith
  refine ⟨div_nonneg (by linarith) hp.le, ?_⟩
  rw [rate, div_lt_one hp]
  linarith

/-- With the shift `√(m M)`, `m > 0`, each energy `l` in `[m, M]` is damped at least by the
factor `rate m M`. -/
theorem scalar_damping {m M l : ℝ} (hm : 0 < m) (hl : m ≤ l) (hu : l ≤ M) :
    |√(m * M) - l| ≤ rate m M * (√(m * M) + l) := by
  have hs : 0 < √m := Real.sqrt_pos.2 hm
  have ht : 0 < √M := Real.sqrt_pos.2 (by linarith)
  have h1 := Real.sq_sqrt hm.le
  have h2 := Real.sq_sqrt (show 0 ≤ M by linarith)
  have h3 : 0 ≤ √M * (l - √m ^ 2) := mul_nonneg ht.le (by linarith)
  have h4 : 0 ≤ √m * (√M ^ 2 - l) := mul_nonneg hs.le (by linarith)
  rw [rate, Real.sqrt_mul hm.le, div_mul_eq_mul_div, le_div_iff₀ (add_pos ht hs)]
  rcases abs_cases (√m * √M - l) with ⟨h, _⟩ | ⟨h, _⟩ <;> rw [h] <;> nlinarith

/-- In finite dimension, for Hermitian `H` with eigenvalues in `[m, M]`, `0 < m ≤ M`, and
`a = √(m M)`, the length of `(a - H) y` is at most `rate m M` times that of `(a + H) y`. -/
theorem hermitian_damping [FiniteDimensional ℂ E] {H : E →ₗ[ℂ] E} {m M : ℝ}
    (hH : H.IsSymmetric) (hspec : EigenvaluesIn H m M) (hm : 0 < m) (hmM : m ≤ M) (y : E) :
    ‖(√(m * M) : ℂ) • y - H y‖ ≤ rate m M * ‖(√(m * M) : ℂ) • y + H y‖ := by
  -- expand in an orthonormal eigenbasis of `H`
  let B := hH.eigenvectorBasis rfl
  let ev := hH.eigenvalues rfl
  have hc : ∀ i, B.repr (H y) i = (ev i : ℂ) * B.repr y i :=
    fun i => hH.eigenvectorBasis_apply_self_apply rfl y i
  have hn : ∀ v : E, ‖v‖ ^ 2 = ∑ i, ‖B.repr v i‖ ^ 2 := fun v => by
    rw [← B.repr.norm_map v, EuclideanSpace.norm_sq_eq]
  have hminus : ∀ i, ‖B.repr ((√(m * M) : ℂ) • y - H y) i‖ ^ 2
      = (√(m * M) - ev i) ^ 2 * ‖B.repr y i‖ ^ 2 := fun i => by
    have h : B.repr ((√(m * M) : ℂ) • y - H y) i
        = ((√(m * M) - ev i : ℝ) : ℂ) * B.repr y i := by
      simp only [map_sub, map_smul, PiLp.sub_apply, PiLp.smul_apply, smul_eq_mul, hc]
      rw [Complex.ofReal_sub]
      ring
    rw [h, norm_mul, Complex.norm_real, mul_pow, Real.norm_eq_abs, sq_abs]
  have hplus : ∀ i, ‖B.repr ((√(m * M) : ℂ) • y + H y) i‖ ^ 2
      = (√(m * M) + ev i) ^ 2 * ‖B.repr y i‖ ^ 2 := fun i => by
    have h : B.repr ((√(m * M) : ℂ) • y + H y) i
        = ((√(m * M) + ev i : ℝ) : ℂ) * B.repr y i := by
      simp only [map_add, map_smul, PiLp.add_apply, PiLp.smul_apply, smul_eq_mul, hc]
      rw [Complex.ofReal_add]
      ring
    rw [h, norm_mul, Complex.norm_real, mul_pow, Real.norm_eq_abs, sq_abs]
  have hr := (rate_bounds hm hmM).1
  refine (pow_le_pow_iff_left₀ (norm_nonneg _) (mul_nonneg hr (norm_nonneg _))
    two_ne_zero).mp ?_
  rw [mul_pow, hn ((√(m * M) : ℂ) • y - H y), hn ((√(m * M) : ℂ) • y + H y), Finset.mul_sum]
  refine Finset.sum_le_sum fun i _ => ?_
  -- compare the two sides mode by mode
  have hi := hspec (ev i) (hH.hasEigenvalue_eigenvalues rfl i)
  have h := abs_le.mp (scalar_damping hm hi.1 hi.2)
  have hsq := mul_le_mul_of_nonneg_right (sq_le_sq' h.1 h.2) (sq_nonneg ‖B.repr y i‖)
  rw [hminus, hplus]
  linarith [hsq, mul_pow (rate m M) (√(m * M) + ev i) 2,
    show (rate m M * (√(m * M) + ev i)) ^ 2 * ‖B.repr y i‖ ^ 2
      = rate m M ^ 2 * ((√(m * M) + ev i) ^ 2 * ‖B.repr y i‖ ^ 2) by ring]

/-- For skew-Hermitian `S` and `a > 0`, the vectors `(a - S) x` and `(a + S) x` have equal
length, and this length is at least `a` times that of `x`. -/
theorem skew_isometry {S : E →ₗ[ℂ] E} (hS : IsSkewHermitian S) {a : ℝ} (ha : 0 < a) (x : E) :
    ‖(a : ℂ) • x - S x‖ = errNorm a S x ∧ a * ‖x‖ ≤ errNorm a S x := by
  -- the expectation value of `S` has no real part
  have hre : (inner ℂ x (S x)).re = 0 := by
    have h1 : (inner ℂ (S x) x).re = -(inner ℂ x (S x)).re := by
      rw [hS x x, Complex.neg_re]
    have h2 : (inner ℂ (S x) x).re = (inner ℂ x (S x)).re := inner_re_symm (𝕜 := ℂ) _ _
    linarith
  have h0 : (inner ℂ ((a : ℂ) • x) (S x)).re = 0 := by
    rw [inner_smul_left, Complex.conj_ofReal, Complex.re_ofReal_mul, hre, mul_zero]
  have hp : ‖(a : ℂ) • x + S x‖ ^ 2 = ‖(a : ℂ) • x‖ ^ 2
      + 2 * (inner ℂ ((a : ℂ) • x) (S x)).re + ‖S x‖ ^ 2 := norm_add_sq (𝕜 := ℂ) _ _
  have hq : ‖(a : ℂ) • x - S x‖ ^ 2 = ‖(a : ℂ) • x‖ ^ 2
      - 2 * (inner ℂ ((a : ℂ) • x) (S x)).re + ‖S x‖ ^ 2 := norm_sub_sq (𝕜 := ℂ) _ _
  have hax : ‖(a : ℂ) • x‖ = a * ‖x‖ := by
    rw [norm_smul, Complex.norm_real, Real.norm_of_nonneg ha.le]
  rw [h0] at hp hq
  unfold errNorm
  constructor
  · exact (sq_eq_sq₀ (norm_nonneg _) (norm_nonneg _)).mp (by linarith)
  · rw [← hax]
    exact (pow_le_pow_iff_left₀ (norm_nonneg _) (norm_nonneg _) two_ne_zero).mp
      (by linarith [sq_nonneg ‖S x‖])

/-- In finite dimension, if `(a + T) x = 0` only for `x = 0`, then `(a + T) x = z` has exactly
one solution for every `z`. -/
theorem shifted_solve [FiniteDimensional ℂ E] {T : E →ₗ[ℂ] E} {a : ℝ}
    (h : ∀ x, (a : ℂ) • x + T x = 0 → x = 0) (z : E) : ∃! x, (a : ℂ) • x + T x = z := by
  let L : E →ₗ[ℂ] E := (a : ℂ) • LinearMap.id + T
  have hinj : Function.Injective L := (injective_iff_map_eq_zero L).mpr fun x hx => h x hx
  obtain ⟨x, hx⟩ := LinearMap.injective_iff_surjective.mp hinj z
  exact ⟨x, hx, fun w hw => hinj (Eq.trans hw hx.symm)⟩

/-- In finite dimension, for Hermitian `H` with eigenvalues in `[m, M]`, `0 < m ≤ M`, skew-Hermitian
`S` and shift `√(m M)`, the alternating step from any `x` has exactly one outcome. -/
theorem step_existsUnique [FiniteDimensional ℂ E] {H S : E →ₗ[ℂ] E} {m M : ℝ}
    (hH : H.IsSymmetric) (hspec : EigenvaluesIn H m M) (hm : 0 < m) (hmM : m ≤ M)
    (hS : IsSkewHermitian S) (b x : E) : ∃! x', Step √(m * M) H S b x x' := by
  have ha : 0 < √(m * M) := Real.sqrt_pos.2 (mul_pos hm (by linarith))
  have hHinj : ∀ v, (√(m * M) : ℂ) • v + H v = 0 → v = 0 := fun v hv => by
    have h := hermitian_damping hH hspec hm hmM v
    rw [hv, norm_zero, mul_zero] at h
    have h' := norm_le_zero_iff.mp h
    have h2 : (2 * (√(m * M) : ℂ)) • v = 0 := by
      linear_combination (norm := module) hv + h'
    exact (smul_eq_zero.mp h2).resolve_left
      (mul_ne_zero two_ne_zero (Complex.ofReal_ne_zero.mpr ha.ne'))
  have hSinj : ∀ v, (√(m * M) : ℂ) • v + S v = 0 → v = 0 := fun v hv => by
    have h := (skew_isometry hS ha v).2
    rw [errNorm, hv, norm_zero] at h
    exact norm_le_zero_iff.mp (nonpos_of_mul_nonpos_right h ha)
  obtain ⟨y, hy, huy⟩ := shifted_solve hHinj ((√(m * M) : ℂ) • x - S x + b)
  obtain ⟨x', hx', hux⟩ := shifted_solve hSinj ((√(m * M) : ℂ) • y - H y + b)
  refine ⟨x', ⟨y, hy, hx'⟩, ?_⟩
  rintro w ⟨y₂, h₂, hw⟩
  have hyy : y₂ = y := huy y₂ h₂
  rw [hyy] at hw
  exact hux w hw

/-- In finite dimension, let `H` be Hermitian with eigenvalues in `[m, M]`, `0 < m ≤ M`, `S`
skew-Hermitian, and `(H + S) xs = b`. One alternating step with shift `a = √(m M)` reduces the norm
of `(a + S) e`, `e` the error, at least by the factor `(√M - √m) / (√M + √m)`. -/
theorem step_contraction [FiniteDimensional ℂ E] {H S : E →ₗ[ℂ] E} {m M : ℝ}
    (hH : H.IsSymmetric) (hspec : EigenvaluesIn H m M) (hm : 0 < m) (hmM : m ≤ M)
    (hS : IsSkewHermitian S) {b xs x x' : E} (hxs : H xs + S xs = b)
    (hstep : Step √(m * M) H S b x x') :
    errNorm √(m * M) S (x' - xs) ≤ rate m M * errNorm √(m * M) S (x - xs) := by
  have ha : 0 < √(m * M) := Real.sqrt_pos.2 (mul_pos hm (by linarith))
  obtain ⟨y, h1, h2⟩ := hstep
  -- the exact solution is a fixed point, so `b` drops out of the error equations
  have e1 : (√(m * M) : ℂ) • (y - xs) + H (y - xs)
      = (√(m * M) : ℂ) • (x - xs) - S (x - xs) := by
    simp only [map_sub]
    linear_combination (norm := module) h1 - hxs
  have e2 : (√(m * M) : ℂ) • (x' - xs) + S (x' - xs)
      = (√(m * M) : ℂ) • (y - xs) - H (y - xs) := by
    simp only [map_sub]
    linear_combination (norm := module) h2 - hxs
  have h := hermitian_damping hH hspec hm hmM (y - xs)
  rw [e1, (skew_isometry hS ha (x - xs)).1, ← e2] at h
  exact h

/-- In finite dimension, let `H` be Hermitian with eigenvalues in `[m, M]`, `0 < m ≤ M`, `S`
skew-Hermitian, and `(H + S) xs = b`. Then `n` alternating steps with shift `a = √(m M)` reduce the
norm of `(a + S) e`, `e` the error, at least by the factor `rate m M ^ n`, and the iterates converge
to `xs`. -/
theorem iteration_converges [FiniteDimensional ℂ E] {H S : E →ₗ[ℂ] E} {m M : ℝ}
    (hH : H.IsSymmetric) (hspec : EigenvaluesIn H m M) (hm : 0 < m) (hmM : m ≤ M)
    (hS : IsSkewHermitian S) {b xs : E} (hxs : H xs + S xs = b) {x : ℕ → E}
    (hstep : ∀ n, Step √(m * M) H S b (x n) (x (n + 1))) :
    (∀ n, errNorm √(m * M) S (x n - xs) ≤ rate m M ^ n * errNorm √(m * M) S (x 0 - xs)) ∧
      Tendsto x atTop (𝓝 xs) := by
  have ha : 0 < √(m * M) := Real.sqrt_pos.2 (mul_pos hm (by linarith))
  obtain ⟨hr0, hr1⟩ := rate_bounds hm hmM
  have hb : ∀ n, errNorm √(m * M) S (x n - xs)
      ≤ rate m M ^ n * errNorm √(m * M) S (x 0 - xs) := by
    intro n
    induction n with
    | zero => rw [pow_zero, one_mul]
    | succ n ih =>
      have h := step_contraction hH hspec hm hmM hS hxs (hstep n)
      have h' := mul_le_mul_of_nonneg_left ih hr0
      rw [pow_succ', mul_assoc]
      exact h.trans h'
  refine ⟨hb, ?_⟩
  have hlim := (tendsto_pow_atTop_nhds_zero_of_lt_one hr0 hr1).mul_const
    (errNorm √(m * M) S (x 0 - xs) / √(m * M))
  rw [zero_mul] at hlim
  rw [tendsto_iff_norm_sub_tendsto_zero]
  refine squeeze_zero (fun n => norm_nonneg _) (fun n => ?_) hlim
  rw [← mul_div_assoc, le_div_iff₀ ha, mul_comm]
  exact (skew_isometry hS ha (x n - xs)).2.trans (hb n)

/-- In finite dimension, let `S` be skew-Hermitian, `0 < m ≤ M`, `m` an eigenvalue of `H`, and
`(H + S) xs = b`. Then for some start `x ≠ xs` the alternating step with shift `√(m M)` has an
outcome `x'` whose error norm is exactly `rate m M` times that of `x`. -/
theorem rate_attained [FiniteDimensional ℂ E] {H S : E →ₗ[ℂ] E} {m M : ℝ}
    (hm : 0 < m) (hmM : m ≤ M) (hS : IsSkewHermitian S) {b xs v : E}
    (hxs : H xs + S xs = b) (hv0 : v ≠ 0) (hv : H v = (m : ℂ) • v) :
    ∃ x x', x ≠ xs ∧ Step √(m * M) H S b x x' ∧
      errNorm √(m * M) S (x' - xs) = rate m M * errNorm √(m * M) S (x - xs) := by
  have hs : 0 < √m := Real.sqrt_pos.2 hm
  have ht : 0 < √M := Real.sqrt_pos.2 (by linarith)
  have ha : 0 < √(m * M) := Real.sqrt_pos.2 (mul_pos hm (by linarith))
  have hrate : √(m * M) - m = rate m M * (√(m * M) + m) := by
    have h1 := Real.sq_sqrt hm.le
    rw [rate, Real.sqrt_mul hm.le, div_mul_eq_mul_div, eq_div_iff (add_pos ht hs).ne']
    linear_combination 2 * √M * h1
  have hz : ∀ w, errNorm √(m * M) S w = 0 → w = 0 := fun w hw => by
    have h := (skew_isometry hS ha w).2
    rw [hw] at h
    exact norm_le_zero_iff.mp (nonpos_of_mul_nonpos_right h ha)
  -- choose the initial error so that the intermediate error is the eigenvector `v`
  obtain ⟨e, he, -⟩ := shifted_solve (T := -S) (a := √(m * M)) (fun w hw => hz w (by
    rw [← (skew_isometry hS ha w).1, sub_eq_add_neg, ← LinearMap.neg_apply, hw, norm_zero]))
    (((√(m * M) + m : ℝ) : ℂ) • v)
  obtain ⟨e', he', -⟩ := shifted_solve (T := S) (a := √(m * M)) (fun w hw => hz w (by
    rw [errNorm, hw, norm_zero])) (((√(m * M) - m : ℝ) : ℂ) • v)
  have hd : (√(m * M) : ℂ) • e - S e = ((√(m * M) + m : ℝ) : ℂ) • v := by
    rw [← he, LinearMap.neg_apply, sub_eq_add_neg]
  refine ⟨xs + e, xs + e', ?_, ⟨xs + v, ?_, ?_⟩, ?_⟩
  · intro h
    have e0 : e = 0 := by simpa using h
    rw [e0, map_zero, smul_zero, sub_zero] at hd
    rcases smul_eq_zero.mp hd.symm with h | h
    · have h' := Complex.ofReal_eq_zero.mp h
      linarith
    · exact hv0 h
  · rw [Complex.ofReal_add] at hd
    simp only [map_add]
    linear_combination (norm := module) hxs + hv - hd
  · have hd' := he'
    rw [Complex.ofReal_sub] at hd'
    simp only [map_add]
    linear_combination (norm := module) hxs + hv + hd'
  · rw [add_sub_cancel_left, add_sub_cancel_left, ← (skew_isometry hS ha e).1, hd, errNorm,
      he', hrate, Complex.ofReal_mul, mul_smul, norm_smul, Complex.norm_real,
      Real.norm_of_nonneg (rate_bounds hm hmM).1]

end

end HermitianSkewSplitting
```

```lean
#print axioms HermitianSkewSplitting.step_existsUnique
#print axioms HermitianSkewSplitting.iteration_converges
#print axioms HermitianSkewSplitting.rate_attained
```

```
'HermitianSkewSplitting.step_existsUnique' depends on axioms: [propext, Classical.choice, Quot.sound]
'HermitianSkewSplitting.iteration_converges' depends on axioms: [propext, Classical.choice, Quot.sound]
'HermitianSkewSplitting.rate_attained' depends on axioms: [propext, Classical.choice, Quot.sound]
```

`H.IsSymmetric` says that H is Hermitian, and `IsSkewHermitian` gives the sign change for S. `EigenvaluesIn` bounds the real eigenvalues, which for Hermitian H are all of them. `Step` is a relation that holds when a suitable y exists; `errNorm` is the weighted norm, and `xs` is x*. The name `rate` denotes the factor q, so a smaller value means a stronger bound.

`rate_bounds` gives 0 ≤ q < 1. `scalar_damping` proves the eigenvalue inequality from `h3` and `h4`, the two nonnegative products above without their factor 2. `hermitian_damping` sums it over the eigenbasis `B`, and `skew_isometry` removes the cross terms. `shifted_solve` turns injectivity into unique solvability, from which `step_existsUnique` obtains exactly one x' for each x.

In `step_contraction`, `e1` and `e2` are the two error equations. `iteration_converges` uses induction for qⁿ and a squeeze argument for the limit. `rate_attained` constructs the sharp start; of H it needs only the eigenvector `v`, not Hermiticity.

## Inexact solves, indefinite H and later steps

`Step` requires both shifted equations to hold exactly, whereas a code with iterative inner solvers stops them at a tolerance. The effect of that tolerance on the contraction needs a separate estimate.

The condition m > 0 means that H is positive definite. It fails in the response of a ground state, where E is the lowest eigenvalue of H₀ and H has a zero eigenvalue; in a finite basis, H is positive definite again on the orthogonal complement of the ground-state eigenspace. It also fails when E lies higher in the spectrum, as in scattering calculations. Existence of x* enters as the hypothesis `hxs`; it also follows from Re⟨v, (H + S)v⟩ ≥ m‖v‖², an argument the Lean code leaves aside.

Sharpness concerns a single step from a chosen start. Later steps may contract faster.
